# Half the Berry flux of a gapped linear, isotropic Dirac point of mass m lies within √3|m|, and a radial mesh h, 2h, 3h, ... that recovers it has h ≤ 4|m|

When a small gap opens at a Dirac point where two non-degenerate bands of a two-dimensional crystal meet, the Berry curvature of each band gathers in a small region of k space around that point. How large is this region, and how fine must a radial mesh h, 2h, 3h, ... be for a sum of the curvature over it to recover half of the flux? The answers are given for a Dirac point that is linear and isotropic in k, in terms of a mass m with the units of a wave number: the gap is 2ħv|m|, where v is the band velocity at the Dirac point before the gap opens.

```lean
import Mathlib

open Filter Topology

namespace DiracBerryFluxResolution

noncomputable section

/-- Berry curvature of a gapped Dirac point of mass `m` at distance `k` from the point,
for `k` and `m` not both zero. -/
def berryCurvature (m k : ℝ) : ℝ := m / (2 * √(k ^ 2 + m ^ 2) ^ 3)

/-- Berry flux through the disc of radius `K` around the Dirac point, divided by `2π`. -/
def flux (m K : ℝ) : ℝ := ∫ k in (0 : ℝ)..K, k * berryCurvature m k

/-- The same flux evaluated as a quadrature sum on the radial mesh `h, 2h, ..., N h`. -/
def meshFlux (m h : ℝ) (N : ℕ) : ℝ :=
  ∑ j ∈ Finset.range N, h * (((j : ℝ) + 1) * h * berryCurvature m (((j : ℝ) + 1) * h))

/-- For a nonzero mass, `-(m/2)/√(k² + m²)` is an antiderivative of the radial flux density. -/
theorem hasDerivAt_potential {m : ℝ} (hm : m ≠ 0) (k : ℝ) :
    HasDerivAt (fun x : ℝ => -(m / 2) / √(x ^ 2 + m ^ 2)) (k * berryCurvature m k) k := by
  have hs : 0 < k ^ 2 + m ^ 2 := by positivity
  have h1 : HasDerivAt (fun x : ℝ => x ^ 2 + m ^ 2) (2 * k) k := by
    simpa using (hasDerivAt_pow 2 k).add_const (m ^ 2)
  have h2 := h1.sqrt hs.ne'
  refine ((hasDerivAt_const k (-(m / 2))).fun_div h2 (Real.sqrt_pos.mpr hs).ne').congr_deriv ?_
  unfold berryCurvature
  ring

/-- Closed form of the Berry flux within radius `K` of a Dirac point of nonzero mass,
and its magnitude. -/
theorem flux_eq {m : ℝ} (hm : m ≠ 0) (K : ℝ) :
    flux m K = m / 2 * (1 / |m| - 1 / √(K ^ 2 + m ^ 2)) ∧
      |flux m K| = (1 - |m| / √(K ^ 2 + m ^ 2)) / 2 := by
  have hcont : Continuous (fun k : ℝ => k * berryCurvature m k) := by
    unfold berryCurvature
    refine continuous_id.mul (continuous_const.div (by fun_prop) (fun k => ?_))
    have hs : 0 < k ^ 2 + m ^ 2 := by positivity
    have := Real.sqrt_pos.mpr hs
    positivity
  -- fundamental theorem of calculus
  have h1 : flux m K = m / 2 * (1 / |m| - 1 / √(K ^ 2 + m ^ 2)) := by
    unfold flux
    rw [intervalIntegral.integral_eq_sub_of_hasDerivAt
      (fun x _ => hasDerivAt_potential hm x) (hcont.intervalIntegrable 0 K),
      show (0 : ℝ) ^ 2 + m ^ 2 = m ^ 2 by ring, Real.sqrt_sq_eq_abs]
    ring
  refine ⟨h1, ?_⟩
  have ha : 0 < |m| := abs_pos.mpr hm
  have hle : |m| ≤ √(K ^ 2 + m ^ 2) := Real.abs_le_sqrt (by nlinarith [sq_nonneg K])
  have hd : 0 ≤ 1 / |m| - 1 / √(K ^ 2 + m ^ 2) :=
    sub_nonneg.mpr (one_div_le_one_div_of_le ha hle)
  have hc : |m| * |m|⁻¹ = 1 := mul_inv_cancel₀ ha.ne'
  rw [h1, abs_mul, abs_of_nonneg hd, abs_div, abs_of_pos (two_pos : (0 : ℝ) < 2)]
  linear_combination (1 / 2) * hc

/-- For nonzero mass the flux has a limit at large radius, and the disc of radius `K` holds the
fraction `p` of it, `0 ≤ p < 1`, exactly when `K = |m| √(p (2 - p)) / (1 - p)`. -/
theorem flux_fraction_iff {m : ℝ} (hm : m ≠ 0) :
    ∃ L, Tendsto (flux m) atTop (𝓝 L) ∧ ∀ p K : ℝ, 0 ≤ p → p < 1 → 0 ≤ K →
      (flux m K = p * L ↔ K = |m| * √(p * (2 - p)) / (1 - p)) := by
  have ha : 0 < |m| := abs_pos.mpr hm
  refine ⟨m / 2 * (1 / |m| - 0), ?_, fun p K hp0 hp1 hK => ?_⟩
  · have h1 : Tendsto (fun K : ℝ => K ^ 2 + m ^ 2) atTop atTop :=
      tendsto_atTop_add_const_right _ _ (tendsto_pow_atTop two_ne_zero)
    have h2 : Tendsto (fun K : ℝ => 1 / √(K ^ 2 + m ^ 2)) atTop (𝓝 0) := by
      simpa only [one_div, Function.comp_def] using
        tendsto_inv_atTop_zero.comp (Real.tendsto_sqrt_atTop.comp h1)
    rw [show flux m = fun K => m / 2 * (1 / |m| - 1 / √(K ^ 2 + m ^ 2)) from
      funext fun K => (flux_eq hm K).1]
    exact (h2.const_sub (1 / |m|)).const_mul (m / 2)
  · have hpos : 0 < K ^ 2 + m ^ 2 := by positivity
    have hq : 0 < 1 - p := by linarith
    have hs2 : √(K ^ 2 + m ^ 2) ^ 2 = K ^ 2 + |m| ^ 2 := by
      rw [Real.sq_sqrt hpos.le, sq_abs]
    have ht : √(p * (2 - p)) ^ 2 = p * (2 - p) :=
      Real.sq_sqrt (mul_nonneg hp0 (by linarith))
    have ht0 : 0 ≤ √(p * (2 - p)) := Real.sqrt_nonneg _
    have hs : 0 < √(K ^ 2 + m ^ 2) := Real.sqrt_pos.mpr hpos
    rw [(flux_eq hm K).1, eq_div_iff hq.ne']
    generalize √(K ^ 2 + m ^ 2) = s at *
    generalize √(p * (2 - p)) = t at *
    -- the flux condition says that the gap is the fraction `1 - p` of the band splitting
    have key : m / 2 * (1 / |m| - 1 / s) = p * (m / 2 * (1 / |m| - 0)) ↔
        s * (1 - p) = |m| := by
      constructor
      · intro h
        have h0 : m / 2 * ((1 - p) / |m| - 1 / s) = 0 := by linear_combination h
        have h1 := (mul_eq_zero.mp h0).resolve_left (div_ne_zero hm two_ne_zero)
        rw [sub_eq_zero, div_eq_div_iff ha.ne' hs.ne'] at h1
        linarith
      · intro h
        have h1 : 1 / s = (1 - p) / |m| := by
          rw [div_eq_div_iff hs.ne' ha.ne']
          linear_combination -h
        rw [h1]
        ring
    rw [key]
    -- compare squares of nonnegative quantities
    constructor
    · intro h
      apply (sq_eq_sq₀ (mul_nonneg hK hq.le) (mul_nonneg ha.le ht0)).mp
      linear_combination (s * (1 - p) + |m|) * h - (1 - p) ^ 2 * hs2 - |m| ^ 2 * ht
    · intro h
      apply (sq_eq_sq₀ (mul_nonneg hs.le hq.le) ha.le).mp
      linear_combination (K * (1 - p) + |m| * t) * h + (1 - p) ^ 2 * hs2 + |m| ^ 2 * ht

/-- For nonzero mass, half of the large-radius flux lies within radius `K` exactly when
`K = √3 |m|`. -/
theorem half_flux_iff {m : ℝ} (hm : m ≠ 0) :
    ∃ L, Tendsto (flux m) atTop (𝓝 L) ∧
      ∀ K : ℝ, 0 ≤ K → (flux m K = L / 2 ↔ K = √3 * |m|) := by
  obtain ⟨L, hL, h⟩ := flux_fraction_iff hm
  refine ⟨L, hL, fun K hK => ?_⟩
  have e : √((1 / 2 : ℝ) * (2 - 1 / 2)) = √3 / 2 := by
    rw [show (1 / 2 : ℝ) * (2 - 1 / 2) = 3 / 2 ^ 2 by norm_num,
      Real.sqrt_div (by norm_num), Real.sqrt_sq (by norm_num)]
  have h2 := h (1 / 2) K (by norm_num) (by norm_num) hK
  rw [e] at h2
  rw [show L / 2 = 1 / 2 * L by ring, h2,
    show |m| * (√3 / 2) / (1 - 1 / 2) = √3 * |m| by ring]

/-- Away from the Dirac point the radial flux density is at most `|m| / (2 k²)` in magnitude. -/
theorem density_tail (m : ℝ) {k : ℝ} (hk : 0 < k) :
    |k * berryCurvature m k| ≤ |m| / (2 * k ^ 2) := by
  have hle : k ≤ √(k ^ 2 + m ^ 2) := Real.le_sqrt_of_sq_le (by nlinarith [sq_nonneg m])
  have hs : 0 < √(k ^ 2 + m ^ 2) := hk.trans_le hle
  unfold berryCurvature
  rw [abs_mul, abs_div, abs_of_pos hk,
    abs_of_pos (show 0 < 2 * √(k ^ 2 + m ^ 2) ^ 3 by positivity)]
  calc k * (|m| / (2 * √(k ^ 2 + m ^ 2) ^ 3)) ≤ k * (|m| / (2 * k ^ 3)) := by gcongr
    _ = |m| / (2 * k ^ 2) := by field_simp

/-- A radial mesh of spacing `h > 0` yields a flux of magnitude at most `|m| / h`, however many
points it has. -/
theorem meshFlux_le (m : ℝ) {h : ℝ} (hh : 0 < h) (N : ℕ) : |meshFlux m h N| ≤ |m| / h := by
  -- partial sums of the inverse squares stay below 2
  have hsum : ∀ n : ℕ, ∑ j ∈ Finset.range n, 1 / ((j : ℝ) + 1) ^ 2 ≤ 2 - 2 / ((n : ℝ) + 1) := by
    intro n
    induction n with
    | zero => norm_num
    | succ n ih =>
      have hn : (0 : ℝ) ≤ n := Nat.cast_nonneg n
      have step : 1 / ((n : ℝ) + 1) ^ 2 ≤ 2 / ((n : ℝ) + 1) - 2 / ((n : ℝ) + 1 + 1) := by
        rw [div_sub_div _ _ (by positivity) (by positivity),
          div_le_div_iff₀ (by positivity) (by positivity)]
        nlinarith [sq_nonneg (n : ℝ)]
      rw [Finset.sum_range_succ]
      push_cast
      linarith
  have h2 : ∑ j ∈ Finset.range N, 1 / ((j : ℝ) + 1) ^ 2 ≤ 2 := by
    have : (0 : ℝ) ≤ 2 / ((N : ℝ) + 1) := by positivity
    linarith [hsum N]
  unfold meshFlux
  refine (Finset.abs_sum_le_sum_abs _ _).trans ?_
  calc _ ≤ ∑ j ∈ Finset.range N, |m| / (2 * h) * (1 / ((j : ℝ) + 1) ^ 2) := by
        refine Finset.sum_le_sum fun j _ => ?_
        have hj : 0 < ((j : ℝ) + 1) * h := by positivity
        rw [abs_mul, abs_of_pos hh]
        refine (mul_le_mul_of_nonneg_left (density_tail m hj) hh.le).trans_eq ?_
        field_simp
    _ = |m| / (2 * h) * ∑ j ∈ Finset.range N, 1 / ((j : ℝ) + 1) ^ 2 := by
        rw [Finset.mul_sum]
    _ ≤ |m| / (2 * h) * 2 := mul_le_mul_of_nonneg_left h2 (by positivity)
    _ = |m| / h := by ring

/-- For nonzero mass, a radial mesh that recovers at least the flux within radius `√3 |m|` has
spacing at most `4 |m|`. -/
theorem spacing_le_of_half_flux {m h : ℝ} (hm : m ≠ 0) (hh : 0 < h) (N : ℕ)
    (hN : |flux m (√3 * |m|)| ≤ |meshFlux m h N|) : h ≤ 4 * |m| := by
  have ha : 0 < |m| := abs_pos.mpr hm
  have hr : (√3 * |m|) ^ 2 + m ^ 2 = (2 * |m|) ^ 2 := by
    rw [mul_pow, mul_pow, Real.sq_sqrt (by norm_num), sq_abs]
    ring
  have hhalf : |m| / (2 * |m|) = 1 / 2 := by
    rw [div_eq_div_iff (by positivity) two_ne_zero]
    ring
  rw [(flux_eq hm _).2, hr, Real.sqrt_sq (by positivity), hhalf] at hN
  have h1 := hN.trans (meshFlux_le m hh N)
  rw [le_div_iff₀ hh] at h1
  linarith

/-- Rescaling the mass and the mesh spacing by the same positive factor leaves the mesh flux
unchanged. -/
theorem meshFlux_scale (m h : ℝ) {c : ℝ} (hc : 0 < c) (N : ℕ) :
    meshFlux (c * m) (c * h) N = meshFlux m h N := by
  have hΩ : ∀ k, berryCurvature (c * m) (c * k) = berryCurvature m k / c ^ 2 := by
    intro k
    unfold berryCurvature
    rw [show (c * k) ^ 2 + (c * m) ^ 2 = c ^ 2 * (k ^ 2 + m ^ 2) by ring,
      Real.sqrt_mul (sq_nonneg c), Real.sqrt_sq hc.le,
      show 2 * (c * √(k ^ 2 + m ^ 2)) ^ 3 = c * (2 * √(k ^ 2 + m ^ 2) ^ 3 * c ^ 2) by ring,
      mul_div_mul_left _ _ hc.ne', div_mul_eq_div_div]
  have hcc : c ^ 2 / c ^ 2 = 1 := div_self (by positivity)
  unfold meshFlux
  refine Finset.sum_congr rfl fun j _ => ?_
  rw [show ((j : ℝ) + 1) * (c * h) = c * (((j : ℝ) + 1) * h) by ring, hΩ]
  linear_combination (h * (((j : ℝ) + 1) * h * berryCurvature m (((j : ℝ) + 1) * h))) * hcc

end

end DiracBerryFluxResolution
```

```lean
#print axioms DiracBerryFluxResolution.half_flux_iff
-- 'DiracBerryFluxResolution.half_flux_iff' depends on axioms: [propext, Classical.choice, Quot.sound]
#print axioms DiracBerryFluxResolution.spacing_le_of_half_flux
-- 'DiracBerryFluxResolution.spacing_le_of_half_flux' depends on axioms: [propext, Classical.choice, Quot.sound]
#print axioms DiracBerryFluxResolution.meshFlux_scale
-- 'DiracBerryFluxResolution.meshFlux_scale' depends on axioms: [propext, Classical.choice, Quot.sound]
```

## The model and its units

Energies are measured from the middle of the gap and divided by ħv, so that the bands are ±√(k² + m²), where k is the distance from the Dirac point. The mass m then has the units of a wave number, and the gap is 2|m|. The curvature of one band is

Ω(k) = m / (2(k² + m²)^(3/2)),

and the other band has the opposite sign. In Lean this is the definition `berryCurvature m k`; it is not derived from a Hamiltonian. The flux through a disc of radius K, divided by 2π, is `flux m K`:

F(K) = ∫₀ᴷ k Ω(k) dk.

In units of e²/(2πħ), and up to a sign set by conventions, this flux is what the states within K of the Dirac point contribute to the intrinsic Hall conductivity. This holds for non-interacting electrons in the bands above, when the lower band is filled there and the upper band is empty.

## Flux within a given radius

Differentiation gives

d/dk [−(m/2)/√(k² + m²)] = m k / (2(k² + m²)^(3/2)) = k Ω(k),

which is `hasDerivAt_potential`. For m ≠ 0 the integrand is continuous, so `flux_eq` can apply the fundamental theorem of calculus:

F(K) = (m/2)(1/|m| − 1/√(K² + m²)).

Since √(K² + m²) ≥ |m|, the bracket is nonnegative, and

|F(K)| = (1 − |m|/√(K² + m²))/2.

As K grows, F(K) tends to L = m/(2|m|). The theorem `flux_fraction_iff` states that a limit L exists and says where the fraction p of it is reached, for 0 ≤ p < 1 and K ≥ 0. Write s = √(K² + m²). Dividing F(K) = pL by m/2 gives

1/|m| − 1/s = p/|m|, that is, (1 − p)s = |m|.

This equivalence is the step `key` in the proof. Both sides are nonnegative, so squaring loses nothing:

(1 − p)²K² = m²(1 − (1 − p)²) = m² p(2 − p),

K = |m|√(p(2 − p))/(1 − p).

In Lean, `sq_eq_sq₀` handles the squaring in both directions. Setting p = 1/2 gives `half_flux_iff`: half the limiting flux is reached exactly at K = √3|m|, where the band splitting 2s is twice the gap.

The condition m ≠ 0 matters here. At m = 0 the flux is zero for every K and so is its limit, so K = 1 satisfies F(K) = L/2 although √3|m| = 0.

## What a radial mesh can recover

`meshFlux m h N` replaces the integral by a sum over the points h, 2h, ..., Nh:

S = Σ h · k Ω(k), with k = (j + 1)h and j = 0, ..., N − 1.

Because √(k² + m²) ≥ k, the density obeys |k Ω(k)| ≤ |m|/(2k²) for k > 0, which is `density_tail`. Hence

|S| ≤ (|m|/(2h)) Σ 1/(j + 1)².

The remaining sum is at most 2, because each term satisfies

1/(j + 1)² ≤ 2/(j + 1) − 2/(j + 2)

and the right-hand sides telescope; Lean does this by induction. The result is `meshFlux_le`: |S| ≤ |m|/h for every N. At fixed spacing the computed flux therefore vanishes as the gap closes, while |L| stays at 1/2.

At K = √3|m| the square root equals 2|m|, so |F(K)| = 1/4. If |S| is at least this large, then 1/4 ≤ |m|/h, and `spacing_le_of_half_flux` concludes

h ≤ 4|m|.

This condition is necessary but not sufficient: with N = 0 the sum is zero at any spacing. Nor is the constant 4 sharp: the sum of inverse squares is in fact below π²/6, which would already give h ≤ (π²/3)|m|. The bound depends on where the mesh starts: on the midpoints h/2, 3h/2, ... with h = 5|m|, the first point alone contributes about 0.32 in magnitude, more than 1/4. The theorem also needs m ≠ 0, since at m = 0 and h = 1 both fluxes are zero and the hypothesis holds, yet 1 ≤ 0 is false.

Finally, `meshFlux_scale` shows that multiplying m and h by the same c > 0 leaves S unchanged. The curvature is divided by c², while the spacing and the radius k each supply a factor c. A gap half as large thus gives the same mesh flux at half the spacing, with the same number of points.

These results concern the radial mesh h, 2h, ..., Nh and a Dirac point whose Hamiltonian is exactly linear and isotropic in k. The bound does not carry over to a sum of the curvature over a two-dimensional square grid of spacing h: a grid point at the Dirac point itself adds a term proportional to h²/m², which grows as the gap closes, so a coarse grid can overestimate the flux as well as miss it.
